# A current-conserving transfer matrix gives a unitary scattering matrix

A transfer matrix takes the right-moving and left-moving amplitudes on the left of a scatterer to those on its right. If it doesn't conserve current, it can't describe a scatterer without gain or absorption, and it may have no scattering matrix at all. With one channel and amplitudes normalised to unit flux, the transfer matrix diag(2, 1) transmits a wave from the left with amplitude 2, so four times the incident flux comes out. The matrix that exchanges the two amplitudes is worse: it forces the incoming waves from the two sides to be equal, so they can't be chosen independently and there is no scattering matrix. Current conservation excludes both failures.

## Solving for the outgoing waves

Let a and b be the vectors of right-moving and left-moving amplitudes on the left, and c and d those on the right. Each vector has one entry per channel. The transfer matrix M has square blocks M11, M12, M21, M22, and

c = M11 a + M12 b
d = M21 a + M22 b.

The incoming waves are a and d, the outgoing ones b and c. If M22 is invertible, the second equation gives b, and substitution in the first gives c:

b = M22⁻¹(d − M21 a) = r a + t' d
c = M11 a + M12 M22⁻¹(d − M21 a) = t a + r' d,

with

r = −M22⁻¹ M21, t' = M22⁻¹
t = M11 − M12 M22⁻¹ M21, r' = M12 M22⁻¹.

The scattering matrix S = [[r, t'], [t, r']] therefore takes (a, d) to (b, c).

## Current conservation and unitarity

Normalise the amplitudes to unit flux, so that the current on the left is |a|² − |b|². With Z = diag(1, −1) and ᴴ for the conjugate transpose, equal currents on both sides for all amplitudes means

MᴴZM = Z.

The lower right block of this equation is M12ᴴM12 − M22ᴴM22 = −1, or

M22ᴴM22 = 1 + M12ᴴM12.

If M22 v = 0, then |v|² + |M12 v|² = 0, so v = 0. Hence the square matrix M22 is invertible.

Now write the amplitudes on each side in terms of the incoming ones. Those on the left are (a, b) = P(a, d), and those on the right are (c, d) = MP(a, d), where

P = [[1, 0], [r, t']]
MP = [[t, r'], [0, 1]].

The two currents have the matrices

PᴴZP = [[1 − rᴴr, −rᴴt'], [−t'ᴴr, −t'ᴴt']]
(MP)ᴴZ(MP) = [[tᴴt, tᴴr'], [r'ᴴt, r'ᴴr' − 1]].

Subtracting the second from the first gives

1 − SᴴS = Pᴴ(Z − MᴴZM)P.

If M conserves current, the right-hand side vanishes and S is unitary. Conversely, P has the inverse R = [[1, 0], [M21, M22]], so a unitary S gives

Z − MᴴZM = Rᴴ(1 − SᴴS)R = 0.

The upper left blocks of SᴴS = 1 and SSᴴ = 1 are

rᴴr + tᴴt = 1
r rᴴ + t' t'ᴴ = 1.

Since tr rᴴr = tr r rᴴ, taking traces yields tr tᴴt = tr t'ᴴt'. For non-interacting electrons in finitely many propagating channels at one energy, this trace is the total transmission in the Landauer conductance. Its equality from the two sides needs no time-reversal symmetry.

## Channels and scattering amplitudes in Lean

The finite type `n` labels the channels, equally many on each side.

```lean
import Mathlib

open Matrix
open scoped ComplexOrder

namespace TransferToScattering

noncomputable section

variable {n : Type*} [Fintype n] [DecidableEq n]
```

The index type `n ⊕ n` holds two copies of the channels. For M and Z, the first copy is right-moving and the second left-moving.

```lean
/-- The current form `Z = diag(1, -1)`: right-movers count positively, left-movers negatively. -/
def currentForm (n : Type*) [DecidableEq n] : Matrix (n ⊕ n) (n ⊕ n) ℂ :=
  fromBlocks 1 0 0 (-1)
```

The next condition is assumed of M and not derived from a Schrödinger equation. It stands for a scatterer without gain or absorption, described by flux-normalised propagating waves; evanescent channels are not included.

```lean
/-- A transfer matrix conserves current when `Mᴴ Z M = Z`. -/
def ConservesCurrent (M : Matrix (n ⊕ n) (n ⊕ n) ℂ) : Prop :=
  Mᴴ * currentForm n * M = currentForm n
```

The four amplitude matrices follow the formulas above, with `M.toBlocks₂₂` for M22. Lean's inverse of a singular matrix is zero, so the definitions have their physical meaning only for invertible M22.

```lean
/-- Reflection `r = -M₂₂⁻¹ M₂₁` for waves incident from the left, for invertible `M₂₂`. -/
def reflLeft (M : Matrix (n ⊕ n) (n ⊕ n) ℂ) : Matrix n n ℂ :=
  -(M.toBlocks₂₂⁻¹ * M.toBlocks₂₁)

/-- Transmission `t = M₁₁ - M₁₂ M₂₂⁻¹ M₂₁` for waves incident from the left,
for invertible `M₂₂`. -/
def transLeft (M : Matrix (n ⊕ n) (n ⊕ n) ℂ) : Matrix n n ℂ :=
  M.toBlocks₁₁ - M.toBlocks₁₂ * M.toBlocks₂₂⁻¹ * M.toBlocks₂₁

/-- Reflection `r' = M₁₂ M₂₂⁻¹` for waves incident from the right, for invertible `M₂₂`. -/
def reflRight (M : Matrix (n ⊕ n) (n ⊕ n) ℂ) : Matrix n n ℂ :=
  M.toBlocks₁₂ * M.toBlocks₂₂⁻¹

/-- Transmission `t' = M₂₂⁻¹` for waves incident from the right, for invertible `M₂₂`. -/
def transRight (M : Matrix (n ⊕ n) (n ⊕ n) ℂ) : Matrix n n ℂ :=
  M.toBlocks₂₂⁻¹
```

For S, the two copies of `n` stand for the two sides of the scatterer: its input is (a, d) and its output is (b, c).

```lean
/-- The scattering matrix with rows `(r, t')` and `(t, r')`, for invertible `M₂₂`. -/
def scattering (M : Matrix (n ⊕ n) (n ⊕ n) ℂ) : Matrix (n ⊕ n) (n ⊕ n) ℂ :=
  fromBlocks (reflLeft M) (transRight M) (transLeft M) (reflRight M)
```

The matrix P is `leftFromIncoming M`.

```lean
/-- The matrix giving the amplitudes on the left of the scatterer in terms of the incoming
amplitudes from both sides, for invertible `M₂₂`. -/
def leftFromIncoming (M : Matrix (n ⊕ n) (n ⊕ n) ℂ) : Matrix (n ⊕ n) (n ⊕ n) ℂ :=
  fromBlocks 1 0 (reflLeft M) (transRight M)
```

## The same waves in both descriptions

The first theorem justifies the formulas for S: for invertible M22, the transfer equations and the scattering equations hold for the same amplitudes. `Sum.elim a b` stacks two vectors. The proof writes both equations in blocks, then substitutes in each direction, using M22 M22⁻¹ = 1 and M22⁻¹ M22 = 1.

```lean
/-- If `M₂₂` is invertible, `M` takes the left amplitudes `(a, b)` to the right amplitudes
`(c, d)` exactly when the scattering matrix takes the incoming waves `(a, d)` to the outgoing
waves `(b, c)`. -/
theorem transfer_iff_scattering (M : Matrix (n ⊕ n) (n ⊕ n) ℂ) (hD : IsUnit M.toBlocks₂₂)
    (a b c d : n → ℂ) :
    M *ᵥ Sum.elim a b = Sum.elim c d ↔ scattering M *ᵥ Sum.elim a d = Sum.elim b c := by
  have hd := (Matrix.isUnit_iff_isUnit_det _).1 hD
  have h1 := Matrix.mul_nonsing_inv _ hd
  have h2 := Matrix.nonsing_inv_mul _ hd
  have h3 : M.toBlocks₂₂ * (M.toBlocks₂₂⁻¹ * M.toBlocks₂₁) = M.toBlocks₂₁ := by
    rw [← Matrix.mul_assoc, h1, Matrix.one_mul]
  have split (p q p' q' : n → ℂ) : Sum.elim p q = Sum.elim p' q' ↔ p = p' ∧ q = q' :=
    ⟨fun h => ⟨funext fun i => congrFun h (Sum.inl i), funext fun i => congrFun h (Sum.inr i)⟩,
      fun h => by rw [h.1, h.2]⟩
  have hM : M *ᵥ Sum.elim a b = Sum.elim (M.toBlocks₁₁ *ᵥ a + M.toBlocks₁₂ *ᵥ b)
      (M.toBlocks₂₁ *ᵥ a + M.toBlocks₂₂ *ᵥ b) := by
    conv_lhs => rw [← fromBlocks_toBlocks M]
    rw [fromBlocks_mulVec, Sum.elim_comp_inl, Sum.elim_comp_inr]
  rw [hM, scattering, fromBlocks_mulVec, Sum.elim_comp_inl, Sum.elim_comp_inr, split, split]
  -- solve the second row of the transfer equations for the outgoing wave `b`, and back
  constructor
  · rintro ⟨rfl, rfl⟩
    constructor <;>
      simp only [reflLeft, transRight, transLeft, reflRight, mulVec_add, neg_mulVec, sub_mulVec,
        mulVec_mulVec, Matrix.mul_assoc, h2, Matrix.mul_one, one_mulVec] <;> abel
  · rintro ⟨rfl, rfl⟩
    constructor <;>
      simp only [reflLeft, transRight, transLeft, reflRight, mulVec_add, neg_mulVec, sub_mulVec,
        mulVec_neg, mulVec_mulVec, Matrix.mul_assoc, h1, h3, one_mulVec] <;> abel
```

## Invertibility from the lower right block

The proof extracts the lower right block as `h22` and rearranges it into `e`. The right-hand side of `e` is positive definite, being the identity plus a positive semidefinite matrix. The product M22ᴴM22 is therefore invertible, and its determinant shows that M22 is too.

```lean
/-- Current conservation makes the block `M₂₂` invertible. -/
theorem isUnit_block (M : Matrix (n ⊕ n) (n ⊕ n) ℂ) (h : ConservesCurrent M) :
    IsUnit M.toBlocks₂₂ := by
  unfold ConservesCurrent at h
  rw [← fromBlocks_toBlocks M] at h
  simp only [currentForm, fromBlocks_conjTranspose, fromBlocks_multiply, fromBlocks_inj] at h
  obtain ⟨-, -, -, h22⟩ := h
  have e : M.toBlocks₂₂ᴴ * M.toBlocks₂₂ = 1 + M.toBlocks₁₂ᴴ * M.toBlocks₁₂ := by
    linear_combination (norm := noncomm_ring) -h22
  -- the right-hand side is positive definite
  have hp : (M.toBlocks₂₂ᴴ * M.toBlocks₂₂).PosDef := by
    rw [e]
    exact PosDef.one.add_posSemidef (posSemidef_conjTranspose_mul_self _)
  have hu := (Matrix.isUnit_iff_isUnit_det _).1 hp.isUnit
  rw [det_mul] at hu
  exact (Matrix.isUnit_iff_isUnit_det _).2 (isUnit_of_mul_isUnit_right hu)
```

## The balance of currents

This is the identity for 1 − SᴴS. It assumes only that M22 is invertible, so it also measures how far S is from unitary when M fails to conserve current. In the proof, `hQ` computes MP, and `key` compares the two currents block by block. The tactic `noncomm_ring` does the algebra without commuting matrix factors.

```lean
/-- If `M₂₂` is invertible, the failure of `S` to be unitary equals the failure of `M` to
conserve current, expressed in the incoming amplitudes. -/
theorem current_balance (M : Matrix (n ⊕ n) (n ⊕ n) ℂ) (hD : IsUnit M.toBlocks₂₂) :
    1 - (scattering M)ᴴ * scattering M =
      (leftFromIncoming M)ᴴ * (currentForm n - Mᴴ * currentForm n * M) * leftFromIncoming M := by
  have h1 := Matrix.mul_nonsing_inv _ ((Matrix.isUnit_iff_isUnit_det _).1 hD)
  -- amplitudes on the right in terms of the incoming ones
  have hQ : M * leftFromIncoming M = fromBlocks (transLeft M) (reflRight M) 0 1 := by
    calc M * leftFromIncoming M
        = fromBlocks M.toBlocks₁₁ M.toBlocks₁₂ M.toBlocks₂₁ M.toBlocks₂₂
            * leftFromIncoming M := by rw [fromBlocks_toBlocks]
      _ = _ := by
        rw [leftFromIncoming, fromBlocks_multiply, fromBlocks_inj]
        refine ⟨?_, ?_, ?_, ?_⟩
        · simp only [reflLeft, transLeft]
          noncomm_ring
        · rw [transRight, reflRight, Matrix.mul_zero, zero_add]
        · rw [reflLeft, Matrix.mul_neg, ← Matrix.mul_assoc, h1, Matrix.one_mul, Matrix.mul_one,
            add_neg_cancel]
        · rw [transRight, h1, Matrix.mul_zero, zero_add]
  have key : 1 + (M * leftFromIncoming M)ᴴ * currentForm n * (M * leftFromIncoming M) =
      (scattering M)ᴴ * scattering M
        + (leftFromIncoming M)ᴴ * currentForm n * leftFromIncoming M := by
    rw [hQ]
    simp only [scattering, leftFromIncoming, currentForm, fromBlocks_conjTranspose,
      conjTranspose_one, conjTranspose_zero, fromBlocks_multiply, ← fromBlocks_one,
      fromBlocks_add, fromBlocks_inj]
    refine ⟨?_, ?_, ?_, ?_⟩ <;> noncomm_ring
  rw [conjTranspose_mul] at key
  linear_combination (norm := noncomm_ring) key
```

## Unitarity and its converse

Current conservation supplies the invertibility of M22 and makes the right-hand side of the balance zero. What remains is SᴴS = 1, which for a square matrix is membership in `unitaryGroup`.

```lean
/-- The scattering matrix of a current-conserving transfer matrix is unitary. -/
theorem scattering_unitary (M : Matrix (n ⊕ n) (n ⊕ n) ℂ) (h : ConservesCurrent M) :
    scattering M ∈ unitaryGroup (n ⊕ n) ℂ := by
  have hb := current_balance M (isUnit_block M h)
  unfold ConservesCurrent at h
  rw [h, sub_self, Matrix.mul_zero, Matrix.zero_mul] at hb
  rw [mem_unitaryGroup_iff', star_eq_conjTranspose]
  exact (sub_eq_zero.1 hb).symm
```

For the converse, invertibility is a hypothesis. The proof constructs `R` and multiplies the balance by Rᴴ on the left and R on the right.

```lean
/-- Conversely, if `M₂₂` is invertible and the scattering matrix is unitary, then the transfer
matrix conserves current. -/
theorem conservesCurrent_of_unitary (M : Matrix (n ⊕ n) (n ⊕ n) ℂ) (hD : IsUnit M.toBlocks₂₂)
    (hS : scattering M ∈ unitaryGroup (n ⊕ n) ℂ) : ConservesCurrent M := by
  have h2 := Matrix.nonsing_inv_mul _ ((Matrix.isUnit_iff_isUnit_det _).1 hD)
  have hb := current_balance M hD
  rw [mem_unitaryGroup_iff', star_eq_conjTranspose] at hS
  rw [hS, sub_self] at hb
  -- the incoming amplitudes can be recovered from those on the left
  obtain ⟨R, hR⟩ : ∃ R, leftFromIncoming M * R = 1 := by
    refine ⟨fromBlocks 1 0 M.toBlocks₂₁ M.toBlocks₂₂, ?_⟩
    rw [leftFromIncoming, fromBlocks_multiply, ← fromBlocks_one, fromBlocks_inj]
    simp [reflLeft, transRight, h2]
  have hz : currentForm n - Mᴴ * currentForm n * M = 0 := by
    calc currentForm n - Mᴴ * currentForm n * M
        = (leftFromIncoming M * R)ᴴ * (currentForm n - Mᴴ * currentForm n * M)
            * (leftFromIncoming M * R) := by
          rw [hR, conjTranspose_one, Matrix.one_mul, Matrix.mul_one]
      _ = Rᴴ * ((leftFromIncoming M)ᴴ * (currentForm n - Mᴴ * currentForm n * M)
            * leftFromIncoming M) * R := by
          rw [conjTranspose_mul]
          simp only [Matrix.mul_assoc]
      _ = 0 := by rw [← hb, Matrix.mul_zero, Matrix.zero_mul]
  exact (sub_eq_zero.1 hz).symm
```

## Equal total transmission from both sides

Here `u1` and `u2` hold the blocks of SᴴS = 1 and SSᴴ = 1. The last step subtracts the traces of their upper left blocks and uses the cyclic property of the trace.

```lean
/-- For a current-conserving transfer matrix the total transmission, summed over channels,
is the same from the left and from the right. -/
theorem total_transmission_eq (M : Matrix (n ⊕ n) (n ⊕ n) ℂ) (h : ConservesCurrent M) :
    trace ((transLeft M)ᴴ * transLeft M) = trace ((transRight M)ᴴ * transRight M) := by
  have hS := scattering_unitary M h
  have u1 := mem_unitaryGroup_iff'.1 hS
  have u2 := mem_unitaryGroup_iff.1 hS
  simp only [star_eq_conjTranspose, scattering, fromBlocks_conjTranspose, fromBlocks_multiply,
    ← fromBlocks_one, fromBlocks_inj] at u1 u2
  have e1 := congrArg trace u1.1
  have e2 := congrArg trace u2.1
  rw [trace_add] at e1 e2
  linear_combination e1 - e2 - trace_mul_comm (reflLeft M)ᴴ (reflLeft M)
    - trace_mul_comm (transRight M)ᴴ (transRight M)
```

## A point scatterer with coupled channels

Any Hermitian matrix G gives a current-conserving example. In one channel, a potential α δ(x) acting on a particle of mass m and wavenumber k has G = mα/(ħ²k). The proof sets K = iG, so that Kᴴ = −K, and the terms in K cancel in each block of MᴴZM.

```lean
/-- The transfer matrix with blocks `1 - iG`, `-iG`, `iG`, `1 + iG`, of a point scatterer with
Hermitian channel coupling `G`, conserves current. -/
theorem pointScatterer_witness (G : Matrix n n ℂ) (hG : G.IsHermitian) :
    ConservesCurrent (fromBlocks (1 - Complex.I • G) (-(Complex.I • G))
      (Complex.I • G) (1 + Complex.I • G)) := by
  have hK : (Complex.I • G)ᴴ = -(Complex.I • G) := by
    rw [conjTranspose_smul, hG.eq]
    simp
  generalize Complex.I • G = K at hK ⊢
  simp only [ConservesCurrent, currentForm, fromBlocks_conjTranspose, conjTranspose_sub,
    conjTranspose_add, conjTranspose_neg, conjTranspose_one, hK, fromBlocks_multiply,
    fromBlocks_inj]
  refine ⟨?_, ?_, ?_, ?_⟩ <;> noncomm_ring

end

end TransferToScattering
```

```lean
#print axioms TransferToScattering.transfer_iff_scattering
#print axioms TransferToScattering.conservesCurrent_of_unitary
#print axioms TransferToScattering.total_transmission_eq
```

```
'TransferToScattering.transfer_iff_scattering' depends on axioms: [propext, Classical.choice, Quot.sound]
'TransferToScattering.conservesCurrent_of_unitary' depends on axioms: [propext, Classical.choice, Quot.sound]
'TransferToScattering.total_transmission_eq' depends on axioms: [propext, Classical.choice, Quot.sound]
```
